# The exponential of a time-step series with non-commuting coefficients, to fourth order

The declaration `coeff_formalExp` expands the exponential of a series t a + t² b + t³ c + t⁴ d + ⋯ in the time step t and gives its coefficients from order zero to order four. The coefficients a, b, c, d lie in a ring that is an algebra over the rationals and need not commute, so the order of factors matters, as it does for operators in quantum mechanics. The series is formal: it has no constant term, and no convergence is claimed. The attempt splits the statement into its five orders, computes the coefficients of the powers of the series with `simp only`, and leaves the remaining linear identities to `module`.

An attempt in Lean 4 with a fault in it:

```lean
import Mathlib

open PowerSeries

namespace CommutatorFreeMagnus

noncomputable section

variable {B : Type*} [Ring B] [Algebra ℚ B]

/-- The exponential of a formal power series in the time step `t`, for series without
constant term. -/
def formalExp (F : B⟦X⟧) : B⟦X⟧ :=
  PowerSeries.mk fun n =>
    ∑ k ∈ Finset.range (n + 1), ((k.factorial : ℚ)⁻¹) • coeff n (F ^ k)

omit [Algebra ℚ B] in
/-- The coefficients of a product of two series up to fourth order in `t`. -/
theorem coeff_mul_low (F G : B⟦X⟧) :
    coeff 0 (F * G) = coeff 0 F * coeff 0 G ∧
    coeff 1 (F * G) = coeff 0 F * coeff 1 G + coeff 1 F * coeff 0 G ∧
    coeff 2 (F * G) = coeff 0 F * coeff 2 G + coeff 1 F * coeff 1 G
      + coeff 2 F * coeff 0 G ∧
    coeff 3 (F * G) = coeff 0 F * coeff 3 G + coeff 1 F * coeff 2 G
      + coeff 2 F * coeff 1 G + coeff 3 F * coeff 0 G ∧
    coeff 4 (F * G) = coeff 0 F * coeff 4 G + coeff 1 F * coeff 3 G
      + coeff 2 F * coeff 2 G + coeff 3 F * coeff 1 G + coeff 4 F * coeff 0 G := by
  refine ⟨?_, ?_, ?_, ?_, ?_⟩ <;>
    rw [PowerSeries.coeff_mul, Finset.Nat.sum_antidiagonal_eq_sum_range_succ_mk] <;>
    simp only [Finset.sum_range_succ, Finset.sum_range_zero, zero_add, Nat.sub_zero,
      Nat.reduceSub, Nat.sub_self]

/-- The exponential of `t a + t² b + t³ c + t⁴ d + ⋯` up to fourth order in `t`. -/
theorem coeff_formalExp {F : B⟦X⟧} {a b c d : B} (h0 : coeff 0 F = 0)
    (h1 : coeff 1 F = a) (h2 : coeff 2 F = b) (h3 : coeff 3 F = c) (h4 : coeff 4 F = d) :
    coeff 0 (formalExp F) = 1 ∧ coeff 1 (formalExp F) = a ∧
    coeff 2 (formalExp F) = b + (1 / 2 : ℚ) • (a * a) ∧
    coeff 3 (formalExp F) = c + (1 / 2 : ℚ) • (a * b + b * a)
      + (1 / 6 : ℚ) • (a * (a * a)) ∧
    coeff 4 (formalExp F) = d + (1 / 2 : ℚ) • (a * c + b * b + c * a)
      + (1 / 6 : ℚ) • (a * (a * b) + a * (b * a) + b * (a * a))
      + (1 / 24 : ℚ) • (a * (a * (a * a))) := by
  have f2 : ((Nat.factorial 2 : ℕ) : ℚ) = 2 := by norm_num [Nat.factorial]
  have f3 : ((Nat.factorial 3 : ℕ) : ℚ) = 6 := by norm_num [Nat.factorial]
  have f4 : ((Nat.factorial 4 : ℕ) : ℚ) = 24 := by norm_num [Nat.factorial]
  refine ⟨?_, ?_, ?_, ?_, ?_⟩ <;>
    simp only [formalExp, coeff_mk, Finset.sum_range_succ, Finset.sum_range_zero, zero_add,
      pow_succ, pow_zero, one_mul, coeff_mul_low, h0, h1, h2, h3, h4, f2, f3, f4,
      Nat.factorial_zero, Nat.factorial_one, Nat.cast_one, inv_one, one_smul,
      PowerSeries.coeff_one, OfNat.ofNat_ne_zero, one_ne_zero, if_true, if_false,
      mul_zero, zero_mul, add_zero, smul_zero, add_mul, mul_assoc] <;>
    module

end

end CommutatorFreeMagnus
```

Compiling this gives:

```
Main.lean:52:4: error: ring failed, ring expressions not equal
B : Type u_1
inst✝¹ : Ring B
inst✝ : Algebra ℚ B
F : B⟦X⟧
a b c d : B
h0 : (coeff 0) F = 0
h1 : (coeff 1) F = a
h2 : (coeff 2) F = b
h3 : (coeff 3) F = c
h4 : (coeff 4) F = d
f2 : ↑(Nat.factorial 2) = 2
f3 : ↑(Nat.factorial 3) = 6
f4 : ↑(Nat.factorial 4) = 24
⊢ 1 / 6 = 0
Main.lean:51:47: warning: This simp argument is unused:
  add_mul

Hint: Omit it from the simp argument list.
  [apply] simp only [formalExp, coeff_mk, Finset.sum_range_succ, Finset.sum_range_zero, zero_add, pow_succ, pow_zero,
    one_mul, coeff_mul_low, h0, h1, h2, h3, h4, f2, f3, f4, Nat.factorial_zero, Nat.factorial_one, Nat.cast_one,
    inv_one, one_smul, PowerSeries.coeff_one, OfNat.ofNat_ne_zero, one_ne_zero, if_true, if_false, mul_zero, zero_mul,
    add_zero, smul_zero, mul_assoc]

Note: This linter can be disabled with `set_option linter.unusedSimpArgs false`
```

Diagnosis. The error is at fourth order. With `mul_assoc` in the first `simp only`, the cube of the series itself is rebracketed as `F * (F * F)` before its coefficient is taken. This yields `a * (a * b + b * a)`, with the sum on the right, where `add_mul` cannot expand it; hence the warning that `add_mul` is unused. `module` does not multiply out products in `B`, so it cannot match this term with the separate products in the statement, and is left with the false `1 / 6 = 0`.

The repair takes both lemmas out of the first call. The cube stays `F * F * F`, and the sum now appears on the left, as `(a * b + b * a) * a`. The second `simp only` expands it with `add_mul` and rebrackets the products with `mul_assoc`.

`module` is now no longer chained with `<;>`, so it acts on one goal only. That is why `one_div` is needed: it turns `1 / 2` and `1 / 6` into the inverses that the exponential produces, so that `simp only` closes orders two and three by itself. Only order four remains, where the two sides have the same terms in the same order and differ only in how the sum of the three cubic products is bracketed, and `module` proves it.

Lean accepts the file once it reads:

```diff
@@ -49,6 +49,7 @@
       Nat.factorial_zero, Nat.factorial_one, Nat.cast_one, inv_one, one_smul,
       PowerSeries.coeff_one, OfNat.ofNat_ne_zero, one_ne_zero, if_true, if_false,
-      mul_zero, zero_mul, add_zero, smul_zero, add_mul, mul_assoc] <;>
-    module
+      mul_zero, zero_mul, add_zero, smul_zero] <;>
+    simp only [one_div, add_mul, mul_assoc]
+  module
 
 end
```
